# Electron-count error of a Fermi level found by bisection with Fermi–Dirac occupations

After each diagonalisation in a calculation with Fermi–Dirac smearing and a fixed number of electrons, the code has a list of eigenvalues and must choose the chemical potential so that the occupations add up to the number of electrons. Many codes do this by bisection. The search stops after a finite number of halvings, and the density is then, in general, built with a slightly wrong number of electrons. The bound below says how wrong that number can be.

## The bound on the electron count

Let the levels have energies \(e_i\) and nonnegative weights \(w_i\) with total \(W=\sum_i w_i\). Let \(T>0\) be the electronic temperature in energy units, so that \(T\) stands for what textbooks write as \(k_BT\). The electron count at chemical potential \(\mu\) is

\[
N(\mu)=\sum_i w_i f_i(\mu),\qquad f_i(\mu)=\frac{1}{1+\exp((e_i-\mu)/T)} .
\]

Let \(n\) be the required number of electrons, and let \(a\le b\) be two chemical potentials with \(N(a)\le n\le N(b)\). If \(m_j\) is the midpoint of the bracket after \(j\) bisection steps, then

\[
|N(m_j)-n|\le \frac{W(b-a)}{2^{\,j+3}\,T}.
\]

As is usual in simulation codes, "Fermi level" here means the chemical potential \(\mu\) with \(N(\mu)=n\) at the given \(T\), not its zero-temperature limit.

## Choosing the bracket and the number of halvings

In a periodic calculation the index \(i\) runs over pairs of band and k-point, and \(w_i\) is the k-point weight times the spin degeneracy. With k-point weights that sum to one and bands that can hold two electrons each, \(W\) is twice the number of bands.

A starting bracket can be read off the spectrum. Take \(a=e_{\min}-cT\) and \(b=e_{\max}+cT\) with some \(c>0\), where \(e_{\min}\) and \(e_{\max}\) are the lowest and highest eigenvalues. Then \(N(a)\le W/(1+e^{c})\) and \(N(b)\ge W/(1+e^{-c})\), so the bracket encloses \(n\) whenever \(n\) lies between these two numbers. If the bands included can hold exactly \(n\) electrons and no more, there is no such bracket, because every occupation stays below one at \(T>0\).

To bring the count within a tolerance \(\delta>0\), it is enough that \(2^j\ge W(b-a)/(8T\delta)\). For 20 bands that can hold two electrons each, a bracket 20 eV wide and \(T=0.1\) eV, the bound before any halving is 1000 electrons, which says nothing useful. After 30 steps it is below \(10^{-6}\) electrons. With the same bracket, halving \(T\) costs one more step for the same guarantee.

## From the slope of one occupation to the count error

**Slope.** Write \(E=\exp((e_i-\mu)/T)\), so that \(f_i=1/(1+E)\), \(1-f_i=E/(1+E)\) and \(dE/d\mu=-E/T\). Then

\[
\frac{df_i}{d\mu}=\frac{E}{T(1+E)^2}=\frac{f_i(1-f_i)}{T},
\qquad
\frac{1}{4T}-\frac{f_i(1-f_i)}{T}=\frac{(f_i-\tfrac12)^2}{T}\ge 0 .
\]

Hence \(\mu/(4T)-f_i(\mu)\) never decreases, and for \(x\le y\) we have \(f_i(y)-f_i(x)\le (y-x)/(4T)\). Multiplying by \(w_i\ge0\) and summing gives

\[
N(y)-N(x)\le \frac{W(y-x)}{4T}.
\]

**Bracket.** Let \((l_j,u_j)\) be the bracket after \(j\) steps, with \((l_0,u_0)=(a,b)\) and \(m_j=(l_j+u_j)/2\). If \(N(m_j)\le n\), the next bracket is \((m_j,u_j)\); otherwise it is \((l_j,m_j)\). In both cases the new ends still satisfy \(N(l_{j+1})\le n\le N(u_{j+1})\), and the width is halved. By induction \(u_j-l_j=(b-a)/2^j\).

**Count error.** The midpoint is \((b-a)/2^{j+1}\) away from each end. Since \(N(l_j)\le n\),

\[
N(m_j)-n\le N(m_j)-N(l_j)\le \frac{W}{4T}\cdot\frac{b-a}{2^{j+1}}=\frac{W(b-a)}{2^{j+3}T}.
\]

Since \(n\le N(u_j)\), the difference \(n-N(m_j)\) is at most \(N(u_j)-N(m_j)\), which has the same bound.

**Error in the level itself.** Suppose that there is at least one level and that all weights are positive. Each \(f_i\) is strictly increasing, hence so is \(N\). If \(N(\mu)=n\), then \(N(l_j)\le N(\mu)\le N(u_j)\) forces \(l_j\le\mu\le u_j\), and therefore \(|m_j-\mu|\le (b-a)/2^{j+1}\).

**One half-filled level.** Take a single level at energy 0 with weight \(w>0\), target \(n=w/2\) and starting bracket \((0,L)\) with \(L>0\). The lower end is already the solution, but the search evaluates only midpoints. Each midpoint is positive and has a count above \(w/2\), so only the upper end moves, and \(m_j=L/2^{j+1}\). The bound equals \(w\,m_j/(4T)\), so with \(f\) the occupation of this level,

\[
\frac{\text{error}}{\text{bound}}=4T\,\frac{f(m_j)-f(0)}{m_j}\longrightarrow 4T f'(0)=1 \qquad (j\to\infty).
\]

No smaller constant factor in the bound would therefore hold for all systems and all \(j\).

## Definitions and theorems in Lean

```lean
import Mathlib

open Filter Topology

namespace FermiLevelBisection

noncomputable section

/-- Fermi-Dirac occupation of a level of energy `e` at chemical potential `μ` and
temperature `T ≠ 0` (in energy units). -/
def fermi (T e μ : ℝ) : ℝ := 1 / (1 + Real.exp ((e - μ) / T))

/-- Electron count of levels `e i` with weights `w i` at chemical potential `μ` and
temperature `T ≠ 0`. -/
def fermiCount {ι : Type*} [Fintype ι] (w e : ι → ℝ) (T μ : ℝ) : ℝ :=
  ∑ i, w i * fermi T (e i) μ

/-- Midpoint of a bracket, given by its lower and upper ends. -/
def mid (I : ℝ × ℝ) : ℝ := (I.1 + I.2) / 2

/-- One bisection step for `N μ = n`: the midpoint becomes the lower end if its count does
not exceed `n`, and the upper end otherwise. -/
def bisectStep (N : ℝ → ℝ) (n : ℝ) (I : ℝ × ℝ) : ℝ × ℝ :=
  if N (mid I) ≤ n then (mid I, I.2) else (I.1, mid I)

/-- The bracket after a given number of bisection steps, starting from `(a, b)`. -/
def bracket (N : ℝ → ℝ) (n a b : ℝ) : ℕ → ℝ × ℝ
  | 0 => (a, b)
  | j + 1 => bisectStep N n (bracket N n a b j)

/-- For `T > 0` the occupation `f` of a level changes with the chemical potential at the
rate `f (1 - f) / T`. -/
theorem hasDerivAt_fermi {T : ℝ} (hT : 0 < T) (e μ : ℝ) :
    HasDerivAt (fermi T e) (fermi T e μ * (1 - fermi T e μ) / T) μ := by
  have hne : 1 + Real.exp ((e - μ) / T) ≠ 0 := by positivity
  have h1 : HasDerivAt (fun x : ℝ => (e - x) / T) (-1 / T) μ :=
    ((hasDerivAt_id' μ).const_sub e).div_const T
  have h2 := (hasDerivAt_const μ (1 : ℝ)).fun_div (h1.exp.const_add 1) hne
  refine h2.congr_deriv ?_
  unfold fermi
  generalize Real.exp ((e - μ) / T) = E at hne ⊢
  field_simp
  ring

/-- For `T > 0` the occupation of a level strictly increases with the chemical potential. -/
theorem fermi_strictMono {T : ℝ} (hT : 0 < T) (e : ℝ) : StrictMono (fermi T e) := by
  intro x y hxy
  have h : Real.exp ((e - y) / T) < Real.exp ((e - x) / T) :=
    Real.exp_lt_exp.mpr (div_lt_div_of_pos_right (by linarith) hT)
  exact one_div_lt_one_div_of_lt (by positivity) (by linarith)

/-- For `T > 0` and nonnegative weights of total `W`, raising the chemical potential from
`x` to `y` adds at most `W (y - x) / (4 T)` electrons. -/
theorem fermiCount_sub_le {ι : Type*} [Fintype ι] {w e : ι → ℝ} {T x y : ℝ}
    (hT : 0 < T) (hw : ∀ i, 0 ≤ w i) (hxy : x ≤ y) :
    fermiCount w e T y - fermiCount w e T x ≤ (∑ i, w i) * ((y - x) / (4 * T)) := by
  -- a single occupation has slope at most 1 / (4 T), since f (1 - f) ≤ 1 / 4
  have h1 : ∀ ε, fermi T ε y - fermi T ε x ≤ (y - x) / (4 * T) := by
    intro ε
    have hd : ∀ μ, HasDerivAt (fun μ => μ / (4 * T) - fermi T ε μ)
        (1 / (4 * T) - fermi T ε μ * (1 - fermi T ε μ) / T) μ := fun μ =>
      ((hasDerivAt_id' μ).div_const (4 * T)).fun_sub (hasDerivAt_fermi hT ε μ)
    have hmono : Monotone (fun μ => μ / (4 * T) - fermi T ε μ) := by
      refine monotone_of_deriv_nonneg (fun μ => (hd μ).differentiableAt) fun μ => ?_
      rw [(hd μ).deriv]
      have hs : 1 / (4 * T) - fermi T ε μ * (1 - fermi T ε μ) / T
          = (fermi T ε μ - 1 / 2) ^ 2 / T := by
        field_simp
        ring
      rw [hs]
      positivity
    have h := hmono hxy
    simp only at h
    rw [sub_div]
    linarith
  unfold fermiCount
  rw [← Finset.sum_sub_distrib, Finset.sum_mul]
  refine Finset.sum_le_sum fun i _ => ?_
  rw [← mul_sub]
  exact mul_le_mul_of_nonneg_left (h1 (e i)) (hw i)

/-- If the starting bracket encloses the target count `n`, so does the bracket after `j`
bisection steps, and its width is `(b - a) / 2 ^ j`. -/
theorem bracket_spec {N : ℝ → ℝ} {n a b : ℝ} (ha : N a ≤ n) (hb : n ≤ N b) (j : ℕ) :
    N (bracket N n a b j).1 ≤ n ∧ n ≤ N (bracket N n a b j).2 ∧
      (bracket N n a b j).2 - (bracket N n a b j).1 = (b - a) / 2 ^ j := by
  induction j with
  | zero => simp [bracket, ha, hb]
  | succ j ih =>
    obtain ⟨h1, h2, h3⟩ := ih
    simp only [bracket, bisectStep]
    split_ifs with h
    · refine ⟨h, h2, ?_⟩
      simp only [mid]
      linear_combination h3 / 2
    · refine ⟨h1, (not_le.mp h).le, ?_⟩
      simp only [mid]
      linear_combination h3 / 2

/-- Bisection accuracy: for `T > 0`, nonnegative weights of total `W`, and a bracket `a ≤ b`
whose counts enclose `n`, the midpoint after `j` steps has a count within
`W (b - a) / (2 ^ (j + 3) T)` of `n`. -/
theorem bisection_count_error {ι : Type*} [Fintype ι] {w e : ι → ℝ} {T n a b : ℝ}
    (hT : 0 < T) (hw : ∀ i, 0 ≤ w i) (hab : a ≤ b)
    (ha : fermiCount w e T a ≤ n) (hb : n ≤ fermiCount w e T b) (j : ℕ) :
    |fermiCount w e T (mid (bracket (fermiCount w e T) n a b j)) - n|
      ≤ (∑ i, w i) * (b - a) / (2 ^ (j + 3) * T) := by
  obtain ⟨h1, h2, h3⟩ := bracket_spec ha hb j
  generalize bracket (fermiCount w e T) n a b j = I at h1 h2 h3 ⊢
  have hpos : 0 ≤ (b - a) / 2 ^ j := div_nonneg (by linarith) (by positivity)
  -- the midpoint is half a bracket width away from either end
  have hl : mid I - I.1 = (b - a) / 2 ^ j / 2 := by
    simp only [mid]
    linear_combination h3 / 2
  have hr : I.2 - mid I = (b - a) / 2 ^ j / 2 := by
    simp only [mid]
    linear_combination h3 / 2
  have hlow := fermiCount_sub_le (e := e) hT hw (show I.1 ≤ mid I by linarith)
  have hupp := fermiCount_sub_le (e := e) hT hw (show mid I ≤ I.2 by linarith)
  rw [hl] at hlow
  rw [hr] at hupp
  have key : (∑ i, w i) * ((b - a) / 2 ^ j / 2 / (4 * T))
      = (∑ i, w i) * (b - a) / (2 ^ (j + 3) * T) := by
    ring
  rw [key] at hlow hupp
  exact abs_le.mpr ⟨by linarith, by linarith⟩

/-- For `T > 0`, at least one level and positive weights, a chemical potential `μ` with count
`n` lies within `(b - a) / 2 ^ (j + 1)` of the midpoint after `j` steps, if the counts at `a`
and `b` enclose `n`. -/
theorem bisection_level_error {ι : Type*} [Fintype ι] [Nonempty ι] {w e : ι → ℝ}
    {T n a b μ : ℝ} (hT : 0 < T) (hw : ∀ i, 0 < w i)
    (ha : fermiCount w e T a ≤ n) (hb : n ≤ fermiCount w e T b)
    (hμ : fermiCount w e T μ = n) (j : ℕ) :
    |mid (bracket (fermiCount w e T) n a b j) - μ| ≤ (b - a) / 2 ^ (j + 1) := by
  have hmono : StrictMono (fermiCount w e T) := fun x y hxy =>
    Finset.sum_lt_sum_of_nonempty Finset.univ_nonempty fun i _ =>
      mul_lt_mul_of_pos_left (fermi_strictMono hT (e i) hxy) (hw i)
  obtain ⟨h1, h2, h3⟩ := bracket_spec ha hb j
  -- the bracket encloses the Fermi level itself
  have hl := hmono.le_iff_le.mp (h1.trans_eq hμ.symm)
  have hr := hmono.le_iff_le.mp (hμ.trans_le h2)
  have hh : (b - a) / 2 ^ (j + 1) = (b - a) / 2 ^ j / 2 := by ring
  rw [hh, ← h3, abs_le]
  simp only [mid]
  constructor <;> linarith

/-- The accuracy bound is sharp: for one level at energy zero with weight `w > 0`, target
count `w / 2`, `T > 0` and starting bracket `(0, L)` with `L > 0`, the ratio of the actual
count error to the bound tends to one as the number of steps grows. -/
theorem bisection_bound_sharp {T w L : ℝ} (hT : 0 < T) (hw : 0 < w) (hL : 0 < L) :
    Tendsto (fun j : ℕ =>
      |fermiCount (fun _ : Unit => w) (fun _ => 0) T
        (mid (bracket (fermiCount (fun _ : Unit => w) (fun _ => 0) T) (w / 2) 0 L j)) - w / 2|
        / (w * L / (2 ^ (j + 3) * T))) atTop (𝓝 1) := by
  have hN : ∀ μ, fermiCount (fun _ : Unit => w) (fun _ => 0) T μ = w * fermi T 0 μ := by
    intro μ
    simp [fermiCount]
  generalize fermiCount (fun _ : Unit => w) (fun _ => 0) T = N at hN ⊢
  have h0 : fermi T 0 0 = 1 / 2 := by norm_num [fermi]
  have hgt : ∀ x, 0 < x → w / 2 < w * fermi T 0 x := by
    intro x hx
    have h := mul_lt_mul_of_pos_left (fermi_strictMono hT 0 hx) hw
    rw [h0] at h
    linarith
  have hm : ∀ j : ℕ, mid (0, L / 2 ^ j) = L / 2 ^ (j + 1) := by
    intro j
    simp only [mid]
    ring
  -- the lower end never moves
  have hbr : ∀ j, bracket N (w / 2) 0 L j = (0, L / 2 ^ j) := by
    intro j
    induction j with
    | zero => simp [bracket]
    | succ j ih =>
      have hn : ¬ N (L / 2 ^ (j + 1)) ≤ w / 2 := by
        rw [hN, not_le]
        exact hgt _ (by positivity)
      simp only [bracket, ih, bisectStep, hm, if_neg hn]
  have hx : Tendsto (fun j : ℕ => L / 2 ^ (j + 1)) atTop (𝓝[≠] 0) := by
    refine tendsto_nhdsWithin_iff.mpr ⟨?_, Eventually.of_forall fun j => ?_⟩
    · have h := (tendsto_pow_atTop_nhds_zero_of_lt_one (r := (1 / 2 : ℝ))
        (by norm_num) (by norm_num)).const_mul (L / 2)
      rw [mul_zero] at h
      refine h.congr fun j => ?_
      rw [div_pow, one_pow, pow_succ]
      ring
    · have h : 0 < L / 2 ^ (j + 1) := by positivity
      exact h.ne'
  -- the error ratio is 4 T times a difference quotient of the occupation at half filling
  have h := ((hasDerivAt_fermi hT 0 0).tendsto_slope_zero.comp hx).const_mul (4 * T)
  have hv : 4 * T * (fermi T 0 0 * (1 - fermi T 0 0) / T) = 1 := by
    rw [h0]
    field_simp
    norm_num
  rw [hv] at h
  refine h.congr fun j => ?_
  have hp := hgt (L / 2 ^ (j + 1)) (by positivity)
  rw [hbr, hm, hN, abs_of_pos (sub_pos.mpr hp)]
  simp only [Function.comp_apply, zero_add, smul_eq_mul, h0]
  generalize fermi T 0 (L / 2 ^ (j + 1)) = F
  rw [pow_succ, pow_add]
  field_simp
  ring

end

end FermiLevelBisection
```

```lean
#print axioms FermiLevelBisection.bisection_count_error
#print axioms FermiLevelBisection.bisection_level_error
#print axioms FermiLevelBisection.bisection_bound_sharp
```

```
'FermiLevelBisection.bisection_count_error' depends on axioms: [propext, Classical.choice, Quot.sound]
'FermiLevelBisection.bisection_level_error' depends on axioms: [propext, Classical.choice, Quot.sound]
'FermiLevelBisection.bisection_bound_sharp' depends on axioms: [propext, Classical.choice, Quot.sound]
```

## What the theorems say about a computed Fermi level

The levels are indexed by a finite type `ι`, and `w` and `e` are real functions on it; `e` is an energy, not a charge. `fermi T e μ` is the occupation of one level and `fermiCount w e T μ` is \(N(\mu)\). The total weight \(W\) appears as `∑ i, w i`. A bracket is a pair of reals whose components `.1` and `.2` are its lower and upper ends. `bracket N n a b j` is the pair \((l_j,u_j)\), and `mid` gives its midpoint. When a midpoint has exactly the target count, `bisectStep` makes it the lower end and the search goes on.

`bisection_count_error` is the count bound. It assumes `0 < T`, nonnegative weights, `a ≤ b` and the two enclosing inequalities `ha` and `hb`. The target `n` is any real number, so fractional electron numbers are included, and k-points of zero weight do no harm.

`bisection_level_error` assumes positive weights and at least one level. It takes a chemical potential `μ` with count `n` as given and bounds its distance from the midpoint. `bisection_bound_sharp` is the half-filled level above, with the one-element type `Unit` as its index set.

Rounding is not covered. The theorems concern real numbers, whereas a program compares a rounded sum with \(n\). Near the end of a long search that comparison can go the wrong way, and the computed count stops improving at the level of the rounding error.

The result applies to independent-particle occupations of a finite set of fixed levels, as in one self-consistency iteration of a density-functional calculation. It does not say how the levels respond when the density changes. The factor \(1/4\) belongs to the Fermi–Dirac function, and another smearing function would bring its own largest slope. As \(T\to0\) at fixed \(j\) the bound grows without limit if \(W(b-a)>0\), in keeping with a count that turns into a staircase.

## How the Lean proofs are built

`hasDerivAt_fermi` differentiates the occupation by the quotient rule. It then replaces the exponential by a single letter `E`, as in the derivation above, and leaves the algebra to `field_simp` and `ring`. `fermi_strictMono` gets strict monotonicity directly from that of the exponential.

`fermiCount_sub_le` is the slope estimate. It shows that `μ / (4 * T) - fermi T ε μ` is monotone because its derivative is nonnegative; the equation `hs` is the completed square. The estimate for one level is then multiplied by its weight and summed.

`bracket_spec` is the induction over bisection steps. `split_ifs` separates the two outcomes of the comparison, and `linear_combination h3 / 2` halves the width in each. The lemma holds for any real function `N`, since neither continuity nor monotonicity is used.

`bisection_count_error` combines the two. The equations `hl` and `hr` place the midpoint half a width from each end, `hlow` and `hupp` are the slope estimates on the two halves, and `key` collects the powers of two. `abs_le` joins the two one-sided bounds.

In `bisection_level_error`, strict monotonicity turns the inequalities between counts into inequalities between chemical potentials. In `bisection_bound_sharp`, `hbr` shows by induction that the bracket is `(0, L / 2 ^ j)`, `hx` that the midpoints tend to zero without reaching it, and `tendsto_slope_zero` gives the limit of the difference quotient.
